# For orthonormal plane waves and cores, orthogonalized plane waves have overlap 1 − C C†, where C holds the wave–core inner products

Let E be a complex inner product space of one-electron states. Its inner product ⟨u, v⟩ is conjugate-linear in u and linear in v, which is also the convention of `inner ℂ u v`. Plane waves e_i carry an index i from a finite set `ι`, and core states c_a an index a from a finite set `κ`. The space E itself may be infinite-dimensional. A dagger denotes the conjugate transpose, written `ᴴ` in the code and C* in its comments.

The main theorem assumes that each family is orthonormal:

⟨e_i, e_j⟩ = δ_ij,  ⟨c_a, c_b⟩ = δ_ab.

For the waves, this stands for distinct plane waves whose wave vectors differ by reciprocal lattice vectors, normalised over the unit cell. For the cores, it is an idealisation when states on neighbouring atoms overlap. Neither family is otherwise specified: no wave vector, atomic potential or Hamiltonian enters, and the cores need not be eigenstates of anything.

```lean
import Mathlib

open Matrix
open scoped ComplexOrder

namespace OrthogonalizedPlaneWaves

noncomputable section

variable {E ι κ : Type*} [NormedAddCommGroup E] [InnerProductSpace ℂ E]
  [Fintype ι] [Fintype κ]
```

For any vector v, subtract its components along the cores:

χ(v) = v − Σ_a ⟨c_a, v⟩ c_a.

The orthogonalized plane waves are χ_i = χ(e_i).

```lean
/-- The vector `v` with its components along the core states `c a` subtracted. -/
def opw (c : κ → E) (v : E) : E := v - ∑ a, inner ℂ (c a) v • c a
```

The inner products between waves and cores form a rectangular matrix:

C_ia = ⟨e_i, c_a⟩.

```lean
/-- The matrix `C` of inner products between plane waves and core states. -/
def coreOverlap (e : ι → E) (c : κ → E) : Matrix ι κ ℂ :=
  Matrix.of fun i a => inner ℂ (e i) (c a)
```

The overlap matrix is defined directly from the orthogonalized waves, so its relation to C remains to be proved:

S_ij = ⟨χ_i, χ_j⟩.

```lean
/-- The overlap matrix `S` of the orthogonalized plane waves. -/
def opwOverlap (e : ι → E) (c : κ → E) : Matrix ι ι ℂ :=
  Matrix.of fun i j => inner ℂ (opw c (e i)) (opw c (e j))
```

The χ_i are in general not normalised. Where χ_i ≠ 0, the normalised state is χ_i / √S_ii, and the normalised overlaps are S_ij / √(S_ii S_jj). The formulas below concern S itself.

## Removing the core components

Take the inner product of χ(v) with a core and use ⟨c_a, c_b⟩ = δ_ab:

⟨c_a, χ(v)⟩ = ⟨c_a, v⟩ − Σ_b ⟨c_b, v⟩ ⟨c_a, c_b⟩ = ⟨c_a, v⟩ − ⟨c_a, v⟩ = 0.

```lean
/-- If the cores are orthonormal, an orthogonalized vector is orthogonal to every core state. -/
theorem inner_core_opw {c : κ → E} (hc : Orthonormal ℂ c) (a : κ) (v : E) :
    inner ℂ (c a) (opw c v) = 0 := by
  rw [opw, inner_sub_right, hc.inner_right_fintype (fun b => inner ℂ (c b) v) a, sub_self]
```

The lemma `hc.inner_right_fintype` collapses the sum over b, and `sub_self` finishes the calculation.

For two vectors u and v, expand the left factor first. Its core part drops out by the previous step:

⟨χ(u), χ(v)⟩ = ⟨u, χ(v)⟩ − Σ_a ⟨u, c_a⟩ ⟨c_a, χ(v)⟩ = ⟨u, χ(v)⟩.

Then expand the right factor:

⟨u, χ(v)⟩ = ⟨u, v⟩ − Σ_a ⟨u, c_a⟩ ⟨c_a, v⟩.

```lean
/-- For orthonormal cores, the inner product of two orthogonalized vectors is the original one minus
the contribution that passes through the core states. -/
theorem inner_opw {c : κ → E} (hc : Orthonormal ℂ c) (u v : E) :
    inner ℂ (opw c u) (opw c v)
      = inner ℂ u v - ∑ a, inner ℂ u (c a) * inner ℂ (c a) v := by
  -- the core part of the left vector does not see the right vector
  have h : inner ℂ (opw c u) (opw c v) = inner ℂ u (opw c v) := by
    conv_lhs => rw [opw, inner_sub_left, sum_inner]
    simp only [inner_smul_left, inner_core_opw hc, mul_zero, Finset.sum_const_zero, sub_zero]
  rw [h, opw, inner_sub_right, inner_sum]
  congr 1
  refine Finset.sum_congr rfl fun a _ => ?_
  rw [inner_smul_right, mul_comm]
```

The auxiliary equality `h` is the first of these lines, and the rewriting after it is the second.

## From inner products to 1 − C C†

Set u = e_i and v = e_j. Orthonormality of the waves turns the first term into δ_ij, and ⟨c_a, e_j⟩ is the complex conjugate of C_ja:

S_ij = δ_ij − Σ_a C_ia conj(C_ja) = (1 − C C†)_ij.

```lean
omit [Fintype ι] in
/-- For orthonormal plane waves and orthonormal cores the overlap matrix is `1 - C C*`. -/
theorem opwOverlap_eq [DecidableEq ι] {e : ι → E} {c : κ → E}
    (he : Orthonormal ℂ e) (hc : Orthonormal ℂ c) :
    opwOverlap e c = 1 - coreOverlap e c * (coreOverlap e c)ᴴ := by
  ext i j
  change inner ℂ (opw c (e i)) (opw c (e j)) = _
  rw [inner_opw hc, orthonormal_iff_ite.mp he i j, Matrix.sub_apply, Matrix.one_apply,
    Matrix.mul_apply]
  congr 1
  refine Finset.sum_congr rfl fun a _ => ?_
  rw [Matrix.conjTranspose_apply]
  change _ = inner ℂ (e i) (c a) * (starRingEnd ℂ) (inner ℂ (e j) (c a))
  rw [inner_conj_symm]
```

The proof compares entries: `ext i j` fixes the indices, `orthonormal_iff_ite` supplies δ_ij, and `inner_conj_symm` identifies the conjugated entry. On the diagonal this reads ‖χ_i‖² = 1 − Σ_a |C_ia|², the squared norm left after the core part has been removed.

## The quadratic form is a squared norm

Given coefficients x_j, put ψ = Σ_j x_j χ_j. Linearity in the second argument gives

(S x)_i = Σ_j ⟨χ_i, χ_j⟩ x_j = ⟨χ_i, ψ⟩.

```lean
/-- Applying the overlap matrix to coefficients `x` gives the inner products of the
orthogonalized plane waves with their combination `∑ x j χ j`. -/
theorem opwOverlap_mulVec (e : ι → E) (c : κ → E) (x : ι → ℂ) (i : ι) :
    (opwOverlap e c *ᵥ x) i = inner ℂ (opw c (e i)) (∑ j, x j • opw c (e j)) := by
  rw [inner_sum]
  change ∑ j, inner ℂ (opw c (e i)) (opw c (e j)) * x j = _
  refine Finset.sum_congr rfl fun j _ => ?_
  rw [inner_smul_right, mul_comm]
```

Multiply by conj(x_i) and sum over i. Conjugate-linearity in the first argument gives

x† S x = Σ_i conj(x_i) ⟨χ_i, ψ⟩ = ⟨ψ, ψ⟩ = ‖ψ‖².

```lean
/-- The quadratic form of the overlap matrix is the squared norm of the corresponding
combination of orthogonalized plane waves. -/
theorem opwOverlap_quadratic (e : ι → E) (c : κ → E) (x : ι → ℂ) :
    star x ⬝ᵥ (opwOverlap e c *ᵥ x) = ((‖∑ j, x j • opw c (e j)‖ ^ 2 : ℝ) : ℂ) := by
  have h : star x ⬝ᵥ (opwOverlap e c *ᵥ x)
      = inner ℂ (∑ j, x j • opw c (e j)) (∑ j, x j • opw c (e j)) := by
    rw [sum_inner]
    change ∑ i, star (x i) * (opwOverlap e c *ᵥ x) i = _
    refine Finset.sum_congr rfl fun i _ => ?_
    rw [opwOverlap_mulVec, inner_smul_left, starRingEnd_apply]
  rw [h, inner_self_eq_norm_sq_to_K]
  norm_cast
```

Here `star x ⬝ᵥ (opwOverlap e c *ᵥ x)` is x† S x. The right-hand side is a real number regarded as a complex one. Neither this identity nor the preceding one needs an orthonormality hypothesis.

## Positivity and the change of determinant size

S is Hermitian because ⟨χ_j, χ_i⟩ is the conjugate of ⟨χ_i, χ_j⟩, and x† S x = ‖ψ‖² ≥ 0, so S is positive semidefinite. For the complement,

1 − S = C C†,  x† C C† x = ‖C† x‖² ≥ 0.

Together these place every eigenvalue of S between 0 and 1.

For the determinant, let M be the block matrix with rows (1, C) and (C†, 1). It factors in two ways, with semicolons separating block rows:

M = (1, 0; C†, 1) (1, C; 0, 1 − C† C)

M = (1, C; 0, 1) (1 − C C†, 0; C†, 1).

All the factors are block triangular. Taking determinants gives det M = det(1 − C† C) from the first line and det M = det(1 − C C†) from the second. Hence

det S = det(1 − C† C).

The left determinant has the size of the plane-wave set, the right one that of the core set.

```lean
/-- For orthonormal plane waves and orthonormal cores, the orthogonalized plane waves are orthogonal
to all cores, their overlap matrix is `S = 1 - C C*`, both `S` and `1 - S` are positive
semidefinite, and `det S = det (1 - C* C)`. -/
theorem opw_overlap_structure [DecidableEq ι] [DecidableEq κ] {e : ι → E} {c : κ → E}
    (he : Orthonormal ℂ e) (hc : Orthonormal ℂ c) :
    (∀ i a, inner ℂ (c a) (opw c (e i)) = 0) ∧
    opwOverlap e c = 1 - coreOverlap e c * (coreOverlap e c)ᴴ ∧
    (opwOverlap e c).PosSemidef ∧
    (1 - opwOverlap e c).PosSemidef ∧
    (opwOverlap e c).det = (1 - (coreOverlap e c)ᴴ * coreOverlap e c).det := by
  refine ⟨fun i a => inner_core_opw hc a (e i), opwOverlap_eq he hc, ?_, ?_, ?_⟩
  · -- the quadratic form is a squared norm
    refine Matrix.PosSemidef.of_dotProduct_mulVec_nonneg
      (Matrix.IsHermitian.ext fun i j => inner_conj_symm _ _) fun x => ?_
    rw [opwOverlap_quadratic]
    exact Complex.zero_le_real.mpr (sq_nonneg _)
  · rw [opwOverlap_eq he hc, sub_sub_cancel]
    exact Matrix.posSemidef_self_mul_conjTranspose _
  · rw [opwOverlap_eq he hc, Matrix.det_one_sub_mul_comm]
```

In words, `opw_overlap_structure` says that for finite orthonormal families `e` and `c`, every χ_i is orthogonal to every core, S equals 1 − C C†, both S and 1 − S are positive semidefinite, and the two determinants agree. `PosSemidef` means Hermitian with a nonnegative quadratic form.

The first two parts reuse the earlier theorems. Positivity of S comes from `opwOverlap_quadratic`, and positivity of 1 − S from Mathlib's result on a matrix times its conjugate transpose. The determinant exchange is `Matrix.det_one_sub_mul_comm`, which takes the place of the block factorisation above.

## Singular overlap and the core span

If χ(v) = 0, the definition gives v = Σ_a ⟨c_a, v⟩ c_a, which lies in the core span. Conversely, if v = Σ_a y_a c_a, then orthonormality gives ⟨c_a, v⟩ = y_a, and therefore

χ(v) = Σ_a y_a c_a − Σ_a y_a c_a = 0.

```lean
/-- Orthogonalization to orthonormal cores annihilates exactly the vectors in the core span. -/
theorem opw_eq_zero_iff {c : κ → E} (hc : Orthonormal ℂ c) (v : E) :
    opw c v = 0 ↔ v ∈ Submodule.span ℂ (Set.range c) := by
  rw [Submodule.mem_span_range_iff_exists_fun]
  constructor
  · intro h
    exact ⟨fun a => inner ℂ (c a) v, (sub_eq_zero.mp h).symm⟩
  · rintro ⟨y, rfl⟩
    simp only [opw, hc.inner_right_fintype, sub_self]
```

The two branches after `constructor` are these two directions. `Submodule.span ℂ (Set.range c)` is the set of linear combinations of the cores.

The map χ is linear, so

Σ_i x_i χ_i = χ(Σ_i x_i e_i).

Now det S = 0 exactly when S x = 0 for some x ≠ 0. If S x = 0, then

0 = x† S x = ‖Σ_i x_i χ_i‖²,

so χ(Σ_i x_i e_i) = 0, and Σ_i x_i e_i lies in the core span. Conversely, if Σ_i x_i e_i lies in the core span for some x ≠ 0, then Σ_j x_j χ_j = 0, and

(S x)_i = ⟨χ_i, Σ_j x_j χ_j⟩ = 0

for every i, so S is singular.

```lean
/-- For orthonormal cores, the overlap matrix is singular exactly when some nonzero coefficient
vector gives a combination of plane waves that lies in the core span. -/
theorem det_opwOverlap_eq_zero_iff [DecidableEq ι] (e : ι → E) {c : κ → E}
    (hc : Orthonormal ℂ c) :
    (opwOverlap e c).det = 0 ↔
      ∃ x : ι → ℂ, x ≠ 0 ∧ ∑ i, x i • e i ∈ Submodule.span ℂ (Set.range c) := by
  -- orthogonalization is linear
  have lin : ∀ x : ι → ℂ, ∑ j, x j • opw c (e j) = opw c (∑ j, x j • e j) := by
    intro x
    simp only [opw, smul_sub, Finset.sum_sub_distrib, inner_sum, inner_smul_right,
      Finset.sum_smul, Finset.smul_sum, smul_smul]
    congr 1
    exact Finset.sum_comm
  rw [← Matrix.exists_mulVec_eq_zero_iff]
  constructor
  · rintro ⟨x, hx, h⟩
    refine ⟨x, hx, (opw_eq_zero_iff hc _).mp ?_⟩
    have q := opwOverlap_quadratic e c x
    rw [h, dotProduct_zero] at q
    have q' : ‖∑ j, x j • opw c (e j)‖ ^ 2 = 0 := Complex.ofReal_eq_zero.mp q.symm
    rw [← lin]
    exact norm_eq_zero.mp (pow_eq_zero_iff two_ne_zero |>.mp q')
  · rintro ⟨x, hx, h⟩
    refine ⟨x, hx, funext fun i => ?_⟩
    rw [opwOverlap_mulVec, lin, (opw_eq_zero_iff hc _).mpr h, inner_zero_right, Pi.zero_apply]
```

The local statement `lin` is the linearity of χ, and `Matrix.exists_mulVec_eq_zero_iff` translates a zero determinant into a nonzero null vector. Only the cores need to be orthonormal here. The vectors e_i may be arbitrary, and if they are linearly dependent, some x ≠ 0 gives the zero vector, which is always in the core span. For orthonormal waves, singularity means that some nonzero state in their span is made entirely of cores.

In electronic-structure calculations with a finite orthogonalized-plane-wave basis and orthonormal cores, S is the overlap matrix of the generalized eigenvalue problem H x = ε S x, with H the Hamiltonian matrix in that basis and ε the energy. The criterion identifies exact linear dependence of the basis; it gives no bound on how nearly singular S may be.

## One wave and one core in ℂ²

Take the single wave

e_0 = (1, 0).

```lean
/-- A single model wave `(1, 0)` in a two-dimensional state space. -/
def modelWave : Fin 1 → EuclideanSpace ℂ (Fin 2) := fun _ => !₂[1, 0]
```

Take the single core

c_0 = (3/5, 4/5).

```lean
/-- A single model core state `(3/5, 4/5)` in a two-dimensional state space. -/
def modelCore : Fin 1 → EuclideanSpace ℂ (Fin 2) := fun _ => !₂[3 / 5, 4 / 5]
```

Both have norm 1, since 9/25 + 16/25 = 1. Their inner product is C_00 = 3/5, and

χ_0 = (1, 0) − (3/5)(3/5, 4/5) = (16/25, −12/25).

This is orthogonal to the core: (3/5)(16/25) − (4/5)(12/25) = 0. Its squared norm is

S_00 = 256/625 + 144/625 = 16/25 = 1 − (3/5)².

The norm is 4/5, and the normalised state is (4/5, −3/5). As S is a 1 × 1 matrix, det S = 16/25. The determinant is nonzero, in line with the fact that (1, 0) is not a multiple of (3/5, 4/5).

```lean
/-- The model wave and the model core are orthonormal families, and their overlap matrix
has determinant `16/25`. -/
theorem opw_overlap_structure_witness :
    Orthonormal ℂ modelWave ∧ Orthonormal ℂ modelCore ∧
      (opwOverlap modelWave modelCore).det = 16 / 25 := by
  -- the numerals in the core state are real
  have h3 : (starRingEnd ℂ) 3 = 3 := Complex.ext (by simp) (by simp)
  have h4 : (starRingEnd ℂ) 4 = 4 := Complex.ext (by simp) (by simp)
  have h5 : (starRingEnd ℂ) 5 = 5 := Complex.ext (by simp) (by simp)
  have he : Orthonormal ℂ modelWave := by
    rw [orthonormal_iff_ite]
    intro i j
    rw [if_pos (Subsingleton.elim i j)]
    simp only [PiLp.inner_apply, Fin.sum_univ_two, RCLike.inner_apply]
    norm_num [modelWave]
  have hc : Orthonormal ℂ modelCore := by
    rw [orthonormal_iff_ite]
    intro i j
    rw [if_pos (Subsingleton.elim i j)]
    simp only [PiLp.inner_apply, Fin.sum_univ_two, RCLike.inner_apply]
    norm_num [modelCore, h3, h4, h5]
  refine ⟨he, hc, ?_⟩
  rw [Matrix.det_fin_one]
  change inner ℂ (opw modelCore (modelWave 0)) (opw modelCore (modelWave 0)) = _
  rw [inner_opw hc, Fin.sum_univ_one]
  simp only [PiLp.inner_apply, Fin.sum_univ_two, RCLike.inner_apply]
  norm_num [modelWave, modelCore, h3, h5]

end

end OrthogonalizedPlaneWaves
```

The Lean proof checks both orthonormality conditions in coordinates, reduces the determinant to its single entry, and evaluates that entry with `inner_opw`, that is, as 1 − 9/25.

```lean
#print axioms OrthogonalizedPlaneWaves.opw_overlap_structure
-- 'OrthogonalizedPlaneWaves.opw_overlap_structure' depends on axioms: [propext, Classical.choice, Quot.sound]
#print axioms OrthogonalizedPlaneWaves.det_opwOverlap_eq_zero_iff
-- 'OrthogonalizedPlaneWaves.det_opwOverlap_eq_zero_iff' depends on axioms: [propext, Classical.choice, Quot.sound]
```
